# Multiplying a cell amplitude by its cell index is i d/dk in k-space, up to a boundary term

On a one-dimensional lattice with unit spacing, let ψ(k) be a vector with finitely many complex components, and let Aₙ(ψ) be the integral of exp(ikn) ψ(k) over the period from a to a + 2π, its amplitude in unit cell n. The theorem `siteAmplitude_by_parts` says that n Aₙ(ψ) = Aₙ(i dψ/dk) − i exp(ina) (ψ(a + 2π) − ψ(a)) for every integer n. It assumes that ψ is differentiable with a continuous derivative, but not that ψ is periodic or normalised; the amplitude is unnormalised too, and with the usual prefactor 1/(2π) the boundary term is also divided by 2π. The proof integrates the product rule for exp(ikn) ψ(k) over the period, uses that the phase is the same at both ends, and multiplies by −i.

In Lean, a first try:

```lean
import Mathlib

open Complex (I)

namespace SiteAmplitudeByParts

noncomputable section

variable {ι : Type*} [Fintype ι]

/-- The phase `exp(ikn)` of unit cell `n`. -/
def phase (n : ℤ) (k : ℝ) : ℂ := Complex.exp (I * n * k)

/-- The unnormalised amplitude in unit cell `n`: the integral of `exp(ikn) ψ(k)` over the
period that starts at `a`. -/
def siteAmplitude (a : ℝ) (n : ℤ) (ψ : ℝ → EuclideanSpace ℂ ι) : EuclideanSpace ℂ ι :=
  ∫ k in a..(a + 2 * Real.pi), phase n k • ψ k

/-- Differentiating the phase of cell `n` in `k` multiplies it by `i n`. -/
theorem hasDerivAt_phase (n : ℤ) (k : ℝ) : HasDerivAt (phase n) (phase n k * (I * n)) k := by
  have h0 : HasDerivAt (fun t : ℝ => I * n * (t : ℂ)) (I * n) k := by
    simpa using (hasDerivAt_id k).ofReal_comp.const_mul (I * (n : ℂ))
  exact h0.cexp

/-- The phase of a cell with integer index has period `2π` in `k`. -/
theorem phase_periodic (n : ℤ) (k : ℝ) : phase n (k + 2 * Real.pi) = phase n k := by
  unfold phase
  rw [show I * (n : ℂ) * ((k + 2 * Real.pi : ℝ) : ℂ)
      = I * n * k + n * (2 * Real.pi * I) by push_cast; ring,
    Complex.exp_add, Complex.exp_int_mul_two_pi_mul_I, mul_one]

/-- Integration by parts over one period: for a continuously differentiable `ψ`, the cell
index `n` acts as `i d/dk` up to a boundary term. -/
theorem siteAmplitude_by_parts (a : ℝ) (n : ℤ) {ψ : ℝ → EuclideanSpace ℂ ι}
    (hψ : Differentiable ℝ ψ) (hψ' : Continuous (deriv ψ)) :
    (n : ℂ) • siteAmplitude a n ψ = siteAmplitude a n (fun k => I • deriv ψ k)
      - (I * phase n a) • (ψ (a + 2 * Real.pi) - ψ a) := by
  have he : ∀ k, HasDerivAt (phase n) (phase n k * (I * n)) k := by
    intro k
    have h0 : HasDerivAt (fun t : ℝ => I * n * (t : ℂ)) (I * n) k := by
      simpa using (hasDerivAt_id k).ofReal_comp.const_mul (I * (n : ℂ))
    exact h0.cexp
  have hp : Continuous (phase n) :=
    continuous_iff_continuousAt.2 fun k => (he k).continuousAt
  have hg : ∀ k, HasDerivAt (fun t => phase n t • ψ t)
      (phase n k • deriv ψ k + (I * (n : ℂ)) • (phase n k • ψ k)) k := by
    intro k
    have h := (he k).smul (hψ k).hasDerivAt
    rw [mul_comm, mul_smul] at h
    exact h
  have c1 : Continuous fun k => phase n k • deriv ψ k := hp.smul hψ'
  have c2 : Continuous fun k => (I * (n : ℂ)) • (phase n k • ψ k) :=
    (hp.smul hψ.continuous).const_smul _
  have hint := intervalIntegral.integral_eq_sub_of_hasDerivAt
    (a := a) (b := a + 2 * Real.pi) (fun k _ => hg k) ((c1.add c2).intervalIntegrable _ _)
  -- the phase is periodic because n is an integer
  have hper : phase n (a + 2 * Real.pi) = phase n a := by
    unfold phase
    rw [show I * (n : ℂ) * ((a + 2 * Real.pi : ℝ) : ℂ)
        = I * n * a + n * (2 * Real.pi * I) by push_cast; ring,
      Complex.exp_add, Complex.exp_int_mul_two_pi_mul_I, mul_one]
  rw [intervalIntegral.integral_add (c1.intervalIntegrable _ _) (c2.intervalIntegrable _ _),
    intervalIntegral.integral_smul, hper] at hint
  change siteAmplitude a n (deriv ψ) + (I * (n : ℂ)) • siteAmplitude a n ψ = _ at hint
  have h1 : siteAmplitude a n (fun k => I • deriv ψ k) = I • siteAmplitude a n (deriv ψ) := by
    unfold siteAmplitude
    rw [← intervalIntegral.integral_smul]
    congr 1
    funext k
    exact smul_comm _ _ _
  have hI : I * (I * (n : ℂ)) = -n := by
    rw [← mul_assoc, Complex.I_mul_I, neg_one_mul]
  rw [h1]
  linear_combination (norm := module) (-I) • hint + hI • siteAmplitude a n ψ

end

end SiteAmplitudeByParts
```

Lean reports:

```
Main.lean:53:4: error: Type mismatch
  Continuous.const_smul (Continuous.smul hp (Differentiable.continuous hψ)) ?m.330
has type
  Continuous (?m.330 • phase n • ψ)
but is expected to have type
  Continuous fun k => (I * ↑n) • phase n k • ψ k
```

Cause. The error is in `c2`, the continuity of k ↦ (in) exp(ikn) ψ(k). `Continuous.const_smul` gives continuity of `?m.330 • phase n • ψ`, a product of whole functions whose scalar is still unknown, because the proof wrote `_` for it. The goal has the product written out at each k, with scalar `I * ↑n`. With that scalar filled in, the two functions agree at every k, but Lean did not match the two forms and so did not find the scalar.

The repair leaves neither the scalar nor the pointwise form to be found. The new `c0` states the continuity of `fun k => phase n k • ψ k`, and `continuous_const_smul (I * (n : ℂ))` says that multiplying a vector by this named scalar is continuous. Their composition, evaluated at k, is exactly the function in the goal.

The other changes are tidying: `hasDerivAt_phase` and `phase_periodic`, already proved earlier in the file, replace the copies `he` and `hper`, and one comment goes while another is added.

After these edits no error is left:

```diff
@@ -36,30 +36,20 @@
     (n : ℂ) • siteAmplitude a n ψ = siteAmplitude a n (fun k => I • deriv ψ k)
       - (I * phase n a) • (ψ (a + 2 * Real.pi) - ψ a) := by
-  have he : ∀ k, HasDerivAt (phase n) (phase n k * (I * n)) k := by
-    intro k
-    have h0 : HasDerivAt (fun t : ℝ => I * n * (t : ℂ)) (I * n) k := by
-      simpa using (hasDerivAt_id k).ofReal_comp.const_mul (I * (n : ℂ))
-    exact h0.cexp
   have hp : Continuous (phase n) :=
-    continuous_iff_continuousAt.2 fun k => (he k).continuousAt
+    continuous_iff_continuousAt.2 fun k => (hasDerivAt_phase n k).continuousAt
   have hg : ∀ k, HasDerivAt (fun t => phase n t • ψ t)
       (phase n k • deriv ψ k + (I * (n : ℂ)) • (phase n k • ψ k)) k := by
     intro k
-    have h := (he k).smul (hψ k).hasDerivAt
+    have h := (hasDerivAt_phase n k).smul (hψ k).hasDerivAt
     rw [mul_comm, mul_smul] at h
     exact h
+  have c0 : Continuous fun k => phase n k • ψ k := hp.smul hψ.continuous
   have c1 : Continuous fun k => phase n k • deriv ψ k := hp.smul hψ'
   have c2 : Continuous fun k => (I * (n : ℂ)) • (phase n k • ψ k) :=
-    (hp.smul hψ.continuous).const_smul _
+    (continuous_const_smul (I * (n : ℂ))).comp c0
   have hint := intervalIntegral.integral_eq_sub_of_hasDerivAt
     (a := a) (b := a + 2 * Real.pi) (fun k _ => hg k) ((c1.add c2).intervalIntegrable _ _)
-  -- the phase is periodic because n is an integer
-  have hper : phase n (a + 2 * Real.pi) = phase n a := by
-    unfold phase
-    rw [show I * (n : ℂ) * ((a + 2 * Real.pi : ℝ) : ℂ)
-        = I * n * a + n * (2 * Real.pi * I) by push_cast; ring,
-      Complex.exp_add, Complex.exp_int_mul_two_pi_mul_I, mul_one]
   rw [intervalIntegral.integral_add (c1.intervalIntegrable _ _) (c2.intervalIntegrable _ _),
-    intervalIntegral.integral_smul, hper] at hint
+    intervalIntegral.integral_smul, phase_periodic] at hint
   change siteAmplitude a n (deriv ψ) + (I * (n : ℂ)) • siteAmplitude a n ψ = _ at hint
   have h1 : siteAmplitude a n (fun k => I • deriv ψ k) = I • siteAmplitude a n (deriv ψ) := by
@@ -71,4 +61,5 @@
   have hI : I * (I * (n : ℂ)) = -n := by
     rw [← mul_assoc, Complex.I_mul_I, neg_one_mul]
+  -- multiply the integrated product rule by -i
   rw [h1]
   linear_combination (norm := module) (-I) • hint + hI • siteAmplitude a n ψ
```
